# Filling levels below a shifted chemical potential raises $E-\mu N$ by at most $|\mu'-\mu|$ per level in between

If finitely many real levels $e_i$ are filled strictly below $\mu'$ instead of $\mu$, then $E-\mu N$, the sum of $e_i-\mu$ over the filled levels, changes by a nonnegative amount that is at most $|\mu'-\mu|$ times the number of levels between $\mu$ and $\mu'$ inclusive. The filling below $\mu$ minimises $E-\mu N$ over all possible occupations, not only over those given by a cutoff.

```lean
import Mathlib

open Finset

namespace TwistFilling

noncomputable section

variable {ι τ : Type*} [Fintype ι] [Fintype τ]

/-- The set of levels lying strictly below the chemical potential `μ`. -/
def filled (e : ι → ℝ) (μ : ℝ) : Finset ι :=
  univ.filter (fun i => e i < μ)

/-- The quantity `E - μ N` for the set `S` of occupied levels. -/
def grandEnergy (e : ι → ℝ) (μ : ℝ) (S : Finset ι) : ℝ :=
  (∑ i ∈ S, e i) - μ * (S.card : ℝ)

/-- The levels between `μ` and `μ'`, both ends included, in whichever order they lie. -/
def window (e : ι → ℝ) (μ μ' : ℝ) : Finset ι :=
  univ.filter (fun i => min μ μ' ≤ e i ∧ e i ≤ max μ μ')

omit [Fintype ι] in
/-- `E - μ N` is the sum of the level energies measured from `μ`. -/
theorem grandEnergy_eq_sum (e : ι → ℝ) (μ : ℝ) (S : Finset ι) :
    grandEnergy e μ S = ∑ i ∈ S, (e i - μ) := by
  simp only [grandEnergy, Finset.sum_sub_distrib, Finset.sum_const, nsmul_eq_mul]
  ring

/-- The excess of `E - μ N` over its value at the filling below `μ` is the sum of
`|e i - μ|` over the levels whose occupation differs from that filling. -/
theorem grandEnergy_excess [DecidableEq ι] (e : ι → ℝ) (μ : ℝ) (S : Finset ι) :
    grandEnergy e μ S - grandEnergy e μ (filled e μ)
      = ∑ i, if (i ∈ S ↔ e i < μ) then 0 else |e i - μ| := by
  have hS : ∀ T : Finset ι,
      grandEnergy e μ T = ∑ i, if i ∈ T then e i - μ else 0 := by
    intro T
    rw [grandEnergy_eq_sum, Finset.sum_ite_mem, Finset.univ_inter]
  rw [hS S, hS (filled e μ), ← Finset.sum_sub_distrib]
  refine Finset.sum_congr rfl fun i _ => ?_
  have hm : i ∈ filled e μ ↔ e i < μ := by simp [filled]
  simp only [hm]
  -- compare the two occupations level by level
  by_cases hi : i ∈ S <;> by_cases h : e i < μ
  · simp [hi, h]
  · rw [abs_of_nonneg (sub_nonneg.mpr (not_lt.mp h))]
    simp [hi, h]
  · rw [abs_of_neg (sub_neg.mpr h)]
    simp [hi, h]
  · simp [hi, h]

/-- Among all sets of occupied levels, the filling below `μ` minimises `E - μ N`. -/
theorem grandEnergy_filled_le (e : ι → ℝ) (μ : ℝ) (S : Finset ι) :
    grandEnergy e μ (filled e μ) ≤ grandEnergy e μ S := by
  classical
  rw [← sub_nonneg, grandEnergy_excess]
  refine Finset.sum_nonneg fun i _ => ?_
  split_ifs
  exacts [le_rfl, abs_nonneg _]

/-- An occupation attains the minimum of `E - μ N` exactly when it contains every level
below `μ` and no level above `μ`. -/
theorem grandEnergy_eq_min_iff (e : ι → ℝ) (μ : ℝ) (S : Finset ι) :
    grandEnergy e μ S = grandEnergy e μ (filled e μ)
      ↔ ∀ i, (e i < μ → i ∈ S) ∧ (i ∈ S → e i ≤ μ) := by
  classical
  have hnn : ∀ i ∈ (univ : Finset ι),
      (0 : ℝ) ≤ if (i ∈ S ↔ e i < μ) then 0 else |e i - μ| := by
    intro i _
    split_ifs
    exacts [le_rfl, abs_nonneg _]
  rw [← sub_eq_zero, grandEnergy_excess, Finset.sum_eq_zero_iff_of_nonneg hnn]
  simp only [Finset.mem_univ, true_implies]
  refine forall_congr' fun i => ?_
  constructor
  · intro h
    by_cases hc : (i ∈ S ↔ e i < μ)
    · exact ⟨hc.mpr, fun hi => (hc.mp hi).le⟩
    · rw [if_neg hc, abs_eq_zero] at h
      have he : e i = μ := by linarith
      exact ⟨fun hlt => absurd he hlt.ne, fun _ => he.le⟩
  · rintro ⟨h1, h2⟩
    split_ifs with hc
    · rfl
    · rw [abs_eq_zero]
      by_contra hne
      exact hc ⟨fun hi => lt_of_le_of_ne (h2 hi) (fun h => hne (by linarith)), h1⟩

/-- Filling the levels below `μ'` instead of `μ` raises `E - μ N` by a nonnegative amount,
at most `|μ' - μ|` times the number of levels between `μ` and `μ'` inclusive. -/
theorem misfilling_bounds (e : ι → ℝ) (μ μ' : ℝ) :
    0 ≤ grandEnergy e μ (filled e μ') - grandEnergy e μ (filled e μ) ∧
    grandEnergy e μ (filled e μ') - grandEnergy e μ (filled e μ)
      ≤ |μ' - μ| * ((window e μ μ').card : ℝ) := by
  classical
  refine ⟨sub_nonneg.mpr (grandEnergy_filled_le e μ _), ?_⟩
  rw [grandEnergy_excess]
  calc _ ≤ ∑ i, if (min μ μ' ≤ e i ∧ e i ≤ max μ μ') then |μ' - μ| else 0 := by
        refine Finset.sum_le_sum fun i _ => ?_
        have hm : i ∈ filled e μ' ↔ e i < μ' := by simp [filled]
        simp only [hm]
        by_cases hc : (e i < μ' ↔ e i < μ)
        · rw [if_pos hc]
          split_ifs
          exacts [abs_nonneg _, le_rfl]
        · -- a misfilled level lies between the two chemical potentials
          rw [if_neg hc]
          rcases lt_or_ge (e i) μ with h | h <;> rcases lt_or_ge (e i) μ' with h' | h'
          · exact absurd (iff_of_true h' h) hc
          · rw [if_pos ⟨(min_le_right _ _).trans h', h.le.trans (le_max_left _ _)⟩,
              abs_of_nonpos (by linarith : e i - μ ≤ 0),
              abs_of_nonpos (by linarith : μ' - μ ≤ 0)]
            linarith
          · rw [if_pos ⟨(min_le_left _ _).trans h, h'.le.trans (le_max_right _ _)⟩,
              abs_of_nonneg (by linarith : 0 ≤ e i - μ),
              abs_of_nonneg (by linarith : 0 ≤ μ' - μ)]
            linarith
          · exact absurd (iff_of_false (not_lt.mpr h') (not_lt.mpr h)) hc
    _ = |μ' - μ| * ((window e μ μ').card : ℝ) := by
        simp only [window]
        rw [← Finset.sum_filter, Finset.sum_const, nsmul_eq_mul, mul_comm]

/-- For a degenerate shell with all levels at `μ' < μ`, the upper bound on the
misfilling error is attained. -/
theorem misfilling_bound_sharp {μ μ' : ℝ} (h : μ' < μ) :
    grandEnergy (fun _ : ι => μ') μ (filled (fun _ : ι => μ') μ')
        - grandEnergy (fun _ : ι => μ') μ (filled (fun _ : ι => μ') μ)
      = |μ' - μ| * ((window (fun _ : ι => μ') μ μ').card : ℝ) := by
  have h1 : filled (fun _ : ι => μ') μ' = ∅ := by simp [filled]
  have h2 : filled (fun _ : ι => μ') μ = univ := by simp [filled, h]
  have h3 : window (fun _ : ι => μ') μ μ' = univ := by simp [window]
  rw [h1, h2, h3, abs_of_neg (sub_neg.mpr h)]
  simp only [grandEnergy, Finset.card_empty, Nat.cast_zero,
    Finset.sum_const, nsmul_eq_mul]
  ring

omit [Fintype ι] in
/-- The twist average of `E - μ N` is the averaged energy minus `μ` times the averaged
particle number. -/
theorem twist_grandEnergy (w : τ → ℝ) (e : τ → ι → ℝ) (μ : ℝ) (S : τ → Finset ι) :
    ∑ t, w t * grandEnergy (e t) μ (S t)
      = (∑ t, w t * ∑ i ∈ S t, e t i) - μ * ∑ t, w t * ((S t).card : ℝ) := by
  rw [Finset.mul_sum, ← Finset.sum_sub_distrib]
  refine Finset.sum_congr rfl fun t _ => ?_
  unfold grandEnergy
  ring

/-- At equal twist-averaged particle number, filling every twist below a common `μ` gives
an averaged energy no higher than any other choice of occupations. -/
theorem twist_energy_minimal (w : τ → ℝ) (hw : ∀ t, 0 ≤ w t) (e : τ → ι → ℝ) (μ : ℝ)
    (S : τ → Finset ι)
    (hN : ∑ t, w t * ((S t).card : ℝ) = ∑ t, w t * ((filled (e t) μ).card : ℝ)) :
    ∑ t, w t * ∑ i ∈ filled (e t) μ, e t i ≤ ∑ t, w t * ∑ i ∈ S t, e t i := by
  have h : ∑ t, w t * grandEnergy (e t) μ (filled (e t) μ)
      ≤ ∑ t, w t * grandEnergy (e t) μ (S t) :=
    Finset.sum_le_sum fun t _ =>
      mul_le_mul_of_nonneg_left (grandEnergy_filled_le (e t) μ (S t)) (hw t)
  rw [twist_grandEnergy, twist_grandEnergy, hN] at h
  linarith

/-- At equal twist-averaged particle number, using a separate cutoff `m t` for each twist
raises the averaged energy by at most the weighted sum of the single-twist bounds. -/
theorem twist_energy_error_le (w : τ → ℝ) (hw : ∀ t, 0 ≤ w t) (e : τ → ι → ℝ) (μ : ℝ)
    (m : τ → ℝ)
    (hN : ∑ t, w t * ((filled (e t) (m t)).card : ℝ)
      = ∑ t, w t * ((filled (e t) μ).card : ℝ)) :
    (∑ t, w t * ∑ i ∈ filled (e t) (m t), e t i)
        - ∑ t, w t * ∑ i ∈ filled (e t) μ, e t i
      ≤ ∑ t, w t * (|m t - μ| * ((window (e t) μ (m t)).card : ℝ)) := by
  have h : ∑ t, w t * (grandEnergy (e t) μ (filled (e t) (m t))
        - grandEnergy (e t) μ (filled (e t) μ))
      ≤ ∑ t, w t * (|m t - μ| * ((window (e t) μ (m t)).card : ℝ)) :=
    Finset.sum_le_sum fun t _ =>
      mul_le_mul_of_nonneg_left (misfilling_bounds (e t) μ (m t)).2 (hw t)
  -- the particle-number terms cancel in the averaged difference
  simp only [mul_sub, Finset.sum_sub_distrib] at h
  rw [twist_grandEnergy, twist_grandEnergy, hN] at h
  linarith

end

end TwistFilling
```

```lean
#print axioms TwistFilling.misfilling_bounds
-- 'TwistFilling.misfilling_bounds' depends on axioms: [propext, Classical.choice, Quot.sound]
#print axioms TwistFilling.misfilling_bound_sharp
-- 'TwistFilling.misfilling_bound_sharp' depends on axioms: [propext, Classical.choice, Quot.sound]
#print axioms TwistFilling.twist_energy_minimal
-- 'TwistFilling.twist_energy_minimal' depends on axioms: [propext, Classical.choice, Quot.sound]
#print axioms TwistFilling.twist_energy_error_le
-- 'TwistFilling.twist_energy_error_le' depends on axioms: [propext, Classical.choice, Quot.sound]
```

## Levels, occupations and two cutoffs

The finite type `ι` labels one-particle states, and `e : ι → ℝ` gives their energies. A degenerate level appears as several labels with the same energy, and spin states are counted as separate labels. An occupation is a `Finset ι`, so each state holds zero or one particle, as the Pauli principle demands. For an occupation $S$, write $E(S)=\sum_{i\in S}e_i$ and $N(S)$ for the number of elements of $S$. The definition `grandEnergy e μ S` is

$$\Omega_\mu(S)=E(S)-\mu N(S),$$

the grand potential of non-interacting fermions at zero temperature, evaluated for a chosen occupation.

The set `filled e μ` contains the states with $e_i<\mu$. The inequality is strict, so a state exactly at the chemical potential is left empty. The set `window e μ μ'` contains the states in the closed interval between the two cutoffs, in either order.

In `misfilling_bounds` the two cutoffs play different roles. The physical chemical potential $\mu$ stays fixed inside $\Omega_\mu$, and only the filling moves to $\mu'$. The theorem compares a wrong occupation with the right one at the same $\mu$. It assumes nothing about the levels beyond their being finitely many and real.

## Twists with a common chemical potential

In a periodic cell, a twist is a phase that the wavefunction acquires across the cell boundary. Each twist $t$ in the finite type `τ` has its own spectrum $e_{t,i}$, written `e t i`, and a weight $w_t$. All twists share the label set `ι`, as they do when each one-particle Hamiltonian is represented in a basis of the same size. The weights must be nonnegative but need not sum to one; the sums are averages in the usual sense when they do.

For occupations $S_t$, define

$$\bar E(S)=\sum_t w_t\sum_{i\in S_t}e_{t,i},\qquad \bar N(S)=\sum_t w_t N(S_t).$$

The theorem `twist_energy_minimal` says that, among occupations with the same $\bar N$, filling every twist below one common $\mu$ gives the lowest $\bar E$. The theorem `twist_energy_error_le` bounds the excess when each twist has its own cutoff $m_t$, again at equal $\bar N$. That equality is the hypothesis `hN`; the theorems do not supply a $\mu$ that produces a prescribed $\bar N$.

For twist-averaged Monte Carlo, this bears on which orbitals to occupy at each twist, but it controls only the non-interacting sum of level energies. Correlation energy, finite temperature and the approach to an infinite cell are not treated.

## Every misfilled level costs its distance from $\mu$

Since $\mu N(S)$ is $\mu$ added once for each occupied state,

$$\Omega_\mu(S)=\sum_{i\in S}(e_i-\mu).$$

This is `grandEnergy_eq_sum`. Let $F_\mu$ be the filling below $\mu$, and let $n_i$ and $n_i^0$ be the occupations, 0 or 1, of state $i$ in $S$ and in $F_\mu$. Then

$$\Omega_\mu(S)-\Omega_\mu(F_\mu)=\sum_i (n_i-n_i^0)(e_i-\mu).$$

If $n_i=n_i^0$, the term vanishes. If a state with $e_i<\mu$ has been left empty, the term is $-(e_i-\mu)=|e_i-\mu|$. If a state with $e_i\ge\mu$ has been occupied, the term is $e_i-\mu=|e_i-\mu|$. The excess is therefore the sum of $|e_i-\mu|$ over the misfilled states.

The theorem `grandEnergy_excess` follows this argument. Its auxiliary statement `hS` extends the sum over $S$ to all states, with zeros for the empty ones. The two sums are then combined, and the two `by_cases` splits produce the four combinations of occupied or empty with below or not below $\mu$.

No term is negative, which gives minimality in `grandEnergy_filled_le`. A sum of nonnegative terms is zero only if every term is zero, so a misfilled state at the minimum must have $e_i=\mu$. Hence $S$ attains the minimum exactly when it contains every state below $\mu$ and none above. States at $\mu$ may be occupied or not. This is `grandEnergy_eq_min_iff`, where `Finset.sum_eq_zero_iff_of_nonneg` reduces the question to one state at a time.

## Why the window bounds the excess

Now let $S=F_{\mu'}$. A state can be misfilled in two ways:

- If $\mu'\le e_i<\mu$, it should be occupied but is empty. Its cost is $\mu-e_i\le\mu-\mu'$.
- If $\mu\le e_i<\mu'$, it should be empty but is occupied. Its cost is $e_i-\mu<\mu'-\mu$.

In both cases the state lies in the closed window and costs at most $|\mu'-\mu|$. All other states cost nothing. Replacing each cost by $|\mu'-\mu|$ inside the window and by zero outside it gives

$$0\le\Omega_\mu(F_{\mu'})-\Omega_\mu(F_\mu)\le|\mu'-\mu|\,W,$$

where $W$ is the number of states in the window.

In `misfilling_bounds`, the lower bound comes from minimality. For the upper bound, `Finset.sum_le_sum` compares the costs term by term. The `rcases` line splits on the position of `e i` relative to each cutoff; two of the resulting cases contradict misfilling, and the other two are those listed above. The last step of the `calc` block turns the sum of a constant over the window into the constant times the cardinality.

The bound is attained when all $n$ states lie at $\mu'<\mu$. Filling below $\mu'$ leaves them empty, with $\Omega_\mu=0$, while filling below $\mu$ occupies them all, with $\Omega_\mu=n(\mu'-\mu)$. The difference is $n(\mu-\mu')$, and the window contains all $n$ states. In `misfilling_bound_sharp`, the facts `h1`, `h2` and `h3` identify these three sets.

## Cancelling the particle number in the average

Multiplying each grand potential by its weight and summing gives

$$\sum_t w_t\,\Omega_{t,\mu}(S_t)=\bar E(S)-\mu\bar N(S),$$

where $\Omega_{t,\mu}$ uses the spectrum of twist $t$. This is `twist_grandEnergy`. Minimality holds at each twist and survives multiplication by $w_t\ge0$, so it holds for the sum. If the two values of $\bar N$ agree, the terms in $\mu$ cancel and an inequality between energies remains. This proves `twist_energy_minimal`.

Applying the window bound at each twist in the same way gives

$$\bar E(F_m)-\bar E(F_\mu)\le\sum_t w_t|m_t-\mu|\,W_t.$$

Here $F_m$ fills twist $t$ below $m_t$, $F_\mu$ fills every twist below $\mu$, and $W_t$ counts the states of twist $t$ between $\mu$ and $m_t$ inclusive. In both Lean proofs, `hN` replaces one particle number by the other and `linarith` performs the cancellation.

## Small cases where a missing hypothesis matters

The energy comparison can fail when the mean particle numbers differ. Take one twist of weight 1 with a single level at energy 1, and set $\mu=2$. The filling below $\mu$ has energy 1, but the empty occupation has energy 0. The empty occupation still has the larger $E-\mu N$: 0 against $-1$.

Nonnegative weights matter too. With one twist of weight $-1$, levels 0 and 2, and $\mu=1$, the correct filling contributes 0 to the weighted energy. Occupying only the upper level keeps the particle number and contributes $-2$.

The condition $\mu'<\mu$ in the sharpness result reflects the strict cutoff. For one level at $\mu'>\mu$, both fillings are empty and the excess is zero, while the bound is $\mu'-\mu>0$.

## Choosing occupations in a calculation

A code can diagonalise the one-particle Hamiltonian at each twist, pool the eigenvalues with their twist weights, and sort them. It then accumulates weights until the target $\bar N$ is reached and places $\mu$ between the last accepted eigenvalue and the next distinct one. With finitely many twists, $\bar N$ changes in jumps as $\mu$ moves, so the target may fall inside a jump. If the jump comes from several states at one energy, $\mu$ can be placed at that energy instead and only some of those states occupied. This keeps the averaged $E-\mu N$ at its minimum, but it may still miss the target.

The alternative of holding the same number of particles at every twist corresponds to separate cutoffs $m_t$, provided that no degenerate shell has to be split. Suppose two twists have weight $1/2$ each, with levels $(0,1)$ and $(2,3)$. One particle at each twist gives $\bar E=(0+2)/2=1$. A common $\mu=1.5$ puts two particles at the first twist and none at the second, so $\bar N$ is still 1 but $\bar E=(0+1)/2=0.5$.

The one-particle occupations are reproduced by $m_1=1$ and $m_2=2.1$. Each window contains one level, so the bound on the excess is $(0.5+0.6)/2=0.55$, while the actual excess is $0.5$. The bound depends on where the cutoffs are placed: $m_1=0.5$ and $m_2=2.5$ give the same occupations, but a bound of $(1+1)/2=1$. A code can evaluate this bound from the eigenvalues, the twist weights and the cutoffs. If the weights are nonnegative, the two values of $\bar N$ agree and both fillings are evaluated with the same eigenvalues, an excess above the bound, beyond rounding error, means that the occupations do not match the cutoffs or that a sum has been computed wrongly.
